# Balanced reaction energies all survive a change of phase energies exactly when the shifts are linear in composition

Take the energies of iron metal and O₂ from plain DFT and that of FeO from DFT+U, and form the energy of 2 Fe + O₂ → 2 FeO. If the Hubbard term has shifted FeO by u per formula unit, the reaction energy differs by 2u from its plain DFT value. Only the energy of FeO has changed, so nothing in the reaction offsets its shift.

Not every set of shifts changes the reaction energies. If each phase moves by a fixed amount per atom of each element it contains, the shifts cancel whenever atoms are conserved. For a finite list of phases with one energy each, these are the only shifts that cancel in every balanced reaction. In a data set that mixes DFT with DFT+U, this tells which changes of the phase energies leave the reaction energies alone.

## Phases, reactions and energies

```lean
import Mathlib

open Finset

namespace DFTPlusUMixing

variable {ι κ : Type*} [Fintype ι] [Fintype κ]
```

The type `ι` labels the phases and `κ` labels the elements. Both are finite.

```lean
/-- A reaction with coefficients `r i` (products positive, reactants negative) is balanced when
it conserves the amount of every element `k`; `x i k` is the amount of `k` in phase `i`. -/
def IsBalanced (x : ι → κ → ℝ) (r : ι → ℝ) : Prop :=
  ∀ k, ∑ i, r i * x i k = 0
```

The array `x : ι → κ → ℝ` holds the compositions: `x i k`, written x_ik below, is the amount of element k in phase i. A reaction is a list of real coefficients r_i, negative for reactants and positive for products. `IsBalanced x r` is the statement that, for every element k,

Σ_i r_i x_ik = 0.

```lean
/-- The reaction energy: the phase energies `E i` weighted by the reaction coefficients. -/
def reactionEnergy (r E : ι → ℝ) : ℝ :=
  ∑ i, r i * E i
```

The reaction energy is Σ_i r_i E_i, products minus reactants. E_i must refer to the same amount of material as x_ik, for instance one formula unit.

Two energy assignments appear below: `E` for plain DFT and `E'` for the mixture. Their difference is the shift

s_i = E'_i − E_i.

Both are arbitrary real numbers in Lean. No functional and no value of U enters, so identifying them with computed total energies is left to the user.

## Linear shifts only see the imbalance

```lean
/-- If the energy shifts are linear in composition, with constant `c k` for element `k`, then any
reaction energy changes by the sum of `c k` times the imbalance of element `k`. -/
theorem reactionEnergy_change (x : ι → κ → ℝ) (E E' : ι → ℝ) (c : κ → ℝ)
    (h : ∀ i, E' i - E i = ∑ k, c k * x i k) (r : ι → ℝ) :
    reactionEnergy r E' - reactionEnergy r E = ∑ k, c k * ∑ i, r i * x i k := by
  unfold reactionEnergy
  rw [← Finset.sum_sub_distrib]
  simp_rw [← mul_sub, h, Finset.mul_sum]
  rw [Finset.sum_comm]
  refine Finset.sum_congr rfl fun k _ => Finset.sum_congr rfl fun i _ => ?_
  ring
```

The hypothesis `h` says that the shifts are linear in composition, with one constant c_k per element. The reaction r is arbitrary and need not be balanced. By hand:

Σ_i r_i E'_i − Σ_i r_i E_i = Σ_i r_i s_i
= Σ_i r_i Σ_k c_k x_ik
= Σ_k c_k (Σ_i r_i x_ik).

The bracket is the imbalance of element k. In the proof, `Finset.sum_sub_distrib` combines the two energies into one sum, `h` is substituted for the shift, `Finset.sum_comm` exchanges the sums over i and k, and `ring` reorders the factors.

## From cancelling shifts to elemental constants

```lean
/-- Over any field of reaction coefficients, shifts that cancel in every balanced reaction are
sums of elemental contributions `c k` weighted by the composition. -/
theorem exists_element_shifts {K V : Type*} [Field K] [AddCommGroup V] [Module K V]
    (x : ι → κ → K) (s : ι → V)
    (h : ∀ r : ι → K, (∀ k, ∑ i, r i * x i k = 0) → ∑ i, r i • s i = 0) :
    ∃ c : κ → V, ∀ i, s i = ∑ k, x i k • c k := by
  classical
  -- `X` gives the net composition of a reaction, `S` its energy change
  let X : (ι → K) →ₗ[K] (κ → K) := Fintype.linearCombination K x
  let S : (ι → K) →ₗ[K] V := Fintype.linearCombination K s
  have hker : ∀ r, X r = 0 → S r = 0 := by
    intro r hr
    have h0 := h r (fun k => by
      simpa [X, Fintype.linearCombination_apply, Finset.sum_apply] using congrFun hr k)
    simpa [S, Fintype.linearCombination_apply] using h0
  -- the energy change depends on the net composition only, through a linear map `f`
  obtain ⟨g, hg⟩ := X.rangeRestrict.exists_rightInverse_of_surjective X.range_rangeRestrict
  obtain ⟨f, hf⟩ := LinearMap.exists_extend (S.comp g)
  have key : ∀ r, f (X r) = S r := by
    intro r
    have h1 : f (X r) = S (g (X.rangeRestrict r)) :=
      LinearMap.congr_fun hf (X.rangeRestrict r)
    have h2 : X (g (X.rangeRestrict r)) = X r :=
      congrArg Subtype.val (LinearMap.congr_fun hg (X.rangeRestrict r))
    have h3 : S (g (X.rangeRestrict r) - r) = 0 :=
      hker _ (by rw [map_sub, h2, sub_self])
    rw [map_sub, sub_eq_zero] at h3
    exact h1.trans h3
  -- the values of `f` on the pure elements are the constants sought
  refine ⟨fun k => f (Pi.single k 1), fun i => ?_⟩
  have hX : X (Pi.single i 1) = x i := by
    simp [X, Fintype.linearCombination_apply, Pi.single_apply]
  have hS : S (Pi.single i 1) = s i := by
    simp [S, Fintype.linearCombination_apply, Pi.single_apply]
  have hi := key (Pi.single i 1)
  rw [hX, hS] at hi
  have hx : x i = ∑ k, x i k • (Pi.single k (1 : K) : κ → K) := by
    ext j
    simp [Finset.sum_apply, Pi.single_apply]
  calc s i = f (x i) := hi.symm
    _ = f (∑ k, x i k • (Pi.single k (1 : K) : κ → K)) := congrArg f hx
    _ = ∑ k, x i k • f (Pi.single k 1) := by simp only [map_sum, map_smul]
```

This is the harder direction. The coefficients lie in any field `K` and the shifts in any vector space `V` over it; for now, read both as the real numbers. The symbol `•` is multiplication by a scalar. The hypothesis says that the shifts cancel in every balanced reaction, and the conclusion supplies the constants c_k.

For any r, define its net composition and its energy change:

X(r) = Σ_i r_i x_i,  S(r) = Σ_i r_i s_i,

where x_i is the composition vector of phase i. The hypothesis says that X(r) = 0 implies S(r) = 0; this is `hker`.

If r and r′ have the same net composition, then X(r − r′) = 0, so S(r) = S(r′). The energy change therefore depends on the net composition alone, and there is a linear map f on the attainable compositions with

f(X(r)) = S(r).

Extend f linearly to all composition vectors, and let c_k = f(e_k), where e_k is one unit of pure element k. Now let r be one unit of phase i and nothing else. This is not a balanced reaction, but X and S are still defined, with X(r) = x_i and S(r) = s_i. Hence

s_i = f(x_i) = Σ_k x_ik f(e_k) = Σ_k x_ik c_k.

Lean builds f in two steps. The map `g` selects, linearly, one r for each attainable composition, and `LinearMap.exists_extend` extends S∘g to all compositions. The statement `key` is f(X(r)) = S(r), proved by comparing r with the selected list of the same composition. The unit vectors are written `Pi.single`, and the final `calc` block is the last displayed line above.

The extension can involve a choice, so the constants need not be unique. If FeO is the only phase, only the sum c_Fe + c_O is fixed.

## The equivalence for real coefficients

```lean
/-- Replacing the phase energies `E` by `E'` keeps the energy of every balanced reaction if and
only if the shifts `E' i - E i` are linear in composition, with one constant per element. -/
theorem reaction_energies_kept_iff (x : ι → κ → ℝ) (E E' : ι → ℝ) :
    (∀ r, IsBalanced x r → reactionEnergy r E' = reactionEnergy r E) ↔
      ∃ c : κ → ℝ, ∀ i, E' i - E i = ∑ k, c k * x i k := by
  constructor
  · intro h
    obtain ⟨c, hc⟩ := exists_element_shifts x (fun i => E' i - E i) (fun r hr => by
      have h0 := h r hr
      simp only [reactionEnergy] at h0
      simp only [smul_eq_mul, mul_sub, Finset.sum_sub_distrib]
      linarith)
    exact ⟨c, fun i => (hc i).trans
      (Finset.sum_congr rfl fun k _ => by rw [smul_eq_mul, mul_comm])⟩
  · rintro ⟨c, hc⟩ r hr
    have h0 := reactionEnergy_change x E E' c hc r
    rw [Finset.sum_eq_zero (fun k _ => by rw [hr k, mul_zero])] at h0
    linarith
```

In words: every balanced reaction has the same energy with E' as with E if and only if there are constants c_k such that, for every phase i,

E'_i − E_i = Σ_k c_k x_ik.

From left to right, equal reaction energies mean Σ_i r_i s_i = 0 for every balanced r, and the previous theorem gives the constants. From right to left, the change is Σ_k c_k times the imbalance of k, and each imbalance is zero. The tactic `constructor` separates the two directions, and `linarith` does the remaining linear arithmetic.

The theorem compares two sets of energies; it does not say that either agrees with experiment. If the phases admit no balanced reaction except r = 0, the left side holds automatically, and any shifts at all are linear in composition.

## Whole-number reactions suffice

```lean
/-- Finitely many rational reaction coefficients become integers after multiplication by a
common nonzero integer. -/
theorem clear_denominators (r : ι → ℚ) :
    ∃ N : ℤ, N ≠ 0 ∧ ∃ n : ι → ℤ, ∀ i, (n i : ℚ) = N * r i := by
  classical
  refine ⟨∏ j, ((r j).den : ℤ),
    Finset.prod_ne_zero_iff.mpr (fun j _ => by exact_mod_cast (r j).den_nz),
    fun i => (r i).num * ∏ j ∈ Finset.univ.erase i, ((r j).den : ℤ), fun i => ?_⟩
  rw [← Finset.mul_prod_erase Finset.univ (fun j => ((r j).den : ℤ)) (Finset.mem_univ i)]
  push_cast
  rw [← Rat.mul_den_eq_num (r i)]
  ring
```

Chemical equations are usually written with integers. Given rational coefficients r_i, let N be the product of all their denominators. Then N is not zero, and each n_i = N r_i is an integer: the numerator of r_i times the other denominators. The proof makes exactly this choice.

```lean
/-- For phases with whole numbers of atoms per formula unit, the balanced reactions with integer
coefficients all keep their energy if and only if the shifts are linear in composition. -/
theorem integer_reactions_kept_iff (x : ι → κ → ℕ) (E E' : ι → ℝ) :
    (∀ n : ι → ℤ, IsBalanced (fun i k => (x i k : ℝ)) (fun i => (n i : ℝ)) →
      reactionEnergy (fun i => (n i : ℝ)) E' = reactionEnergy (fun i => (n i : ℝ)) E) ↔
      ∃ c : κ → ℝ, ∀ i, E' i - E i = ∑ k, c k * (x i k : ℝ) := by
  constructor
  · intro h
    obtain ⟨c, hc⟩ := exists_element_shifts (fun i k => (x i k : ℚ))
      (fun i => E' i - E i) (fun r hr => by
      -- scale a rational reaction to an integer one
      obtain ⟨N, hN, n, hn⟩ := clear_denominators r
      have hbal : IsBalanced (fun i k => (x i k : ℝ)) (fun i => (n i : ℝ)) := by
        intro k
        have hr' : ∑ i, r i * (x i k : ℚ) = 0 := hr k
        have hq : ∑ i, (n i : ℚ) * (x i k : ℚ) = 0 := by
          simp only [hn, mul_assoc, ← Finset.mul_sum, hr', mul_zero]
        show ∑ i, (n i : ℝ) * (x i k : ℝ) = 0
        exact_mod_cast hq
      have hE := h n hbal
      simp only [reactionEnergy] at hE
      have hnR : ∀ i, (n i : ℝ) = N * (r i : ℝ) := fun i => by exact_mod_cast hn i
      have hmul : (N : ℝ) * ∑ i, (r i : ℝ) * (E' i - E i) = 0 := by
        rw [Finset.mul_sum]
        simp only [← mul_assoc, ← hnR, mul_sub, Finset.sum_sub_distrib]
        linarith
      have hNR : (N : ℝ) ≠ 0 := by exact_mod_cast hN
      simp only [Rat.smul_def]
      exact (mul_eq_zero.mp hmul).resolve_left hNR)
    refine ⟨c, fun i => (hc i).trans (Finset.sum_congr rfl fun k _ => ?_)⟩
    show (x i k : ℚ) • c k = c k * (x i k : ℝ)
    rw [Rat.smul_def, Rat.cast_natCast, mul_comm]
  · intro hc n hn
    exact (reaction_energies_kept_iff _ E E').mpr hc _ hn
```

Here the compositions are natural numbers of atoms per formula unit, and only integer reactions are tested. The conclusion is the same as before, with real constants c_k.

For the direction from left to right, let r be a balanced rational reaction and scale it to integers n_i = N r_i. The scaled reaction is still balanced, so by hypothesis

0 = Σ_i n_i s_i = N Σ_i r_i s_i.

Since N ≠ 0, the shifts cancel in r as well. The general theorem now applies with `K` the rationals and `V` the reals, which is why it was stated for two different spaces. The tactic `exact_mod_cast` carries equations between the number systems. For the other direction, integer reactions are a special case of real ones.

## Reading the constants from elemental references

```lean
/-- If the phases include a pure reference `ref k`, taken per atom, for each element `k`, then all
balanced reaction energies are kept if and only if each phase shifts by the
composition-weighted sum of the reference shifts. -/
theorem kept_iff_reference_shifts [DecidableEq κ] (x : ι → κ → ℝ) (E E' : ι → ℝ)
    (ref : κ → ι) (href : ∀ k, x (ref k) = Pi.single k 1) :
    (∀ r, IsBalanced x r → reactionEnergy r E' = reactionEnergy r E) ↔
      ∀ i, E' i - E i = ∑ k, (E' (ref k) - E (ref k)) * x i k := by
  rw [reaction_energies_kept_iff]
  constructor
  · rintro ⟨c, hc⟩ i
    -- the reference phases fix the elemental constants
    have hk : ∀ k, E' (ref k) - E (ref k) = c k := by
      intro k
      rw [hc, href]
      simp [Pi.single_apply]
    simp only [hk]
    exact hc i
  · intro h
    exact ⟨fun k => E' (ref k) - E (ref k), h⟩
```

Suppose that the list contains a pure reference phase `ref k` for each element k. The hypothesis `href` fixes its normalisation: one atom of k and nothing else, so oxygen enters with its energy per atom. Setting i = ref k in the linear formula leaves a single term:

E'_(ref k) − E_(ref k) = c_k.

The unknown constants are thus the shifts of the references, and the condition becomes an explicit check on each phase. Conversely, if every phase passes the check, the reference shifts serve as the constants. In particular, if the references keep their plain DFT energies, all balanced reaction energies are kept only if every compound keeps its energy too.

## Iron oxide in numbers

```lean
/-- For the phases Fe, O₂ and FeO, the reaction 2 Fe + O₂ → 2 FeO is balanced, and shifting the
energy of FeO alone by `u` changes its reaction energy by `2 * u`. -/
theorem iron_oxide_shift (E : Fin 3 → ℝ) (u : ℝ) :
    IsBalanced (![![1, 0], ![0, 2], ![1, 1]] : Fin 3 → Fin 2 → ℝ) ![-2, -1, 2] ∧
      reactionEnergy ![-2, -1, 2] (E + ![0, 0, u]) - reactionEnergy ![-2, -1, 2] E
        = 2 * u := by
  constructor
  · intro k
    rw [Fin.sum_univ_three]
    fin_cases k
    · show (-2 : ℝ) * 1 + -1 * 0 + 2 * 1 = 0
      norm_num
    · show (-2 : ℝ) * 0 + -1 * 2 + 2 * 1 = 0
      norm_num
  · simp [reactionEnergy, Fin.sum_univ_three]
    ring

end DFTPlusUMixing
```

The three phases are Fe, O₂ and FeO, and the two elements are Fe and O. Oxygen is counted here per molecule, with composition (0, 2), unlike the per-atom reference above. The coefficients are (−2, −1, 2), and the balances are

Fe: −2·1 − 1·0 + 2·1 = 0,
O: −2·0 − 1·2 + 2·1 = 0.

Adding u to the energy of FeO alone changes the reaction energy by 2u. The tactic `fin_cases` checks the two elements in turn, and `simp` with `ring` evaluates the energy difference.

This agrees with the equivalence. Unshifted Fe and O₂ would require c_Fe = 0 and 2c_O = 0, whereas FeO would require c_Fe + c_O = u, which is possible only for u = 0.

```lean
#print axioms DFTPlusUMixing.reactionEnergy_change
-- 'DFTPlusUMixing.reactionEnergy_change' depends on axioms: [propext, Classical.choice, Quot.sound]
#print axioms DFTPlusUMixing.integer_reactions_kept_iff
-- 'DFTPlusUMixing.integer_reactions_kept_iff' depends on axioms: [propext, Classical.choice, Quot.sound]
#print axioms DFTPlusUMixing.kept_iff_reference_shifts
-- 'DFTPlusUMixing.kept_iff_reference_shifts' depends on axioms: [propext, Classical.choice, Quot.sound]
#print axioms DFTPlusUMixing.iron_oxide_shift
-- 'DFTPlusUMixing.iron_oxide_shift' depends on axioms: [propext, Classical.choice, Quot.sound]
```
